# On all nonnegative grid densities, a quadratic nonlocal energy splits over two complementary regions exactly when its symmetric kernel does not couple them

Take a grid of two points with densities $s,t\ge 0$ and a symmetric kernel $K$. The nonlocal energy is

$$E=\tfrac12K_{11}s^2+\tfrac12K_{22}t^2+K_{12}\,st .$$

The first two terms each belong to one point. The product $st$ is not a function of $s$ plus a function of $t$, so the energy separates only if $K_{12}=0$.

I expect the same on any finite grid divided into disjoint regions $A$ and $B$: the energy $E(n)=\frac12\sum_{xy}n_xK_{xy}n_y$ should have the form $F(n|_A)+G(n|_B)$, with $F$ and $G$ completely arbitrary, if and only if $K_{xy}=0$ for all $x\in A$, $y\in B$. My interest comes from the PAW method, where the exchange-correlation energy combines a smooth contribution from the whole cell with corrections inside atom-centred spheres. Can this be made rigorous and machine-checked? And does it survive if the total charge is held fixed?

## Two occupied points isolate one kernel element

The claim holds, for any finite number of regions. At fixed total charge the condition becomes weaker.

Put weight $s$ on the point $x$ and weight $t$ on the point $y$, and leave the rest of the grid empty. Only four terms of the double sum survive, and $K_{yx}=K_{xy}$ gives

$$E(s,t)=\tfrac12\left(s^2K_{xx}+t^2K_{yy}\right)+st\,K_{xy}.$$

The mixed second difference removes both self-energies:

$$E(1,1)-E(1,0)-E(0,1)+E(0,0)=K_{xy}.$$

Now suppose that $E(n)=\sum_aF_a(n|_a)$, where $a$ runs over the regions and $n|_a$ is the density on region $a$, and let $x$ and $y$ lie in different regions. No region contains both points, so each $F_a$ depends on $s$ alone, on $t$ alone, or on neither. Its mixed difference is therefore zero. Summing over $a$ gives $K_{xy}=0$. No derivative was taken, so the functions $F_a$ need not even be continuous.

Conversely, suppose that $K$ vanishes between different regions. Sort both sums by region:

$$E(n)=\tfrac12\sum_{a}\sum_{b}\sum_{x\in a}\sum_{y\in b}n_xK_{xy}n_y=\sum_a\tfrac12\sum_{x,y\in a}n_xK_{xy}n_y .$$

The terms with $b\neq a$ are zero, and what remains is a sum of regional energies. With the two regions $A$ and $B$, this is the equivalence you asked about; symmetry supplies $K_{yx}=0$ from $K_{xy}=0$.

## Fixed total charge allows a coupling $h_x+h_y$

On your two-point grid with $s+t=N$, the coupling term is $K_{12}s(N-s)$, a function of $s$ alone. Every coupling then separates. On a general grid, with $N>0$, the energy splits over $A$ and $B$ exactly when there is a grid function $h$ with

$$K_{xy}=h_x+h_y\qquad(x\in A,\ y\in B).$$

To see that this is necessary, place $N/2$ on $x\in A$ and $N/2$ on $y\in B$. Write $f_x$ for the value of $F$ when $A$ holds only the charge $N/2$ at $x$, and $g_y$ for the corresponding value of $G$. The two-point formula gives

$$\frac{N^2}{8}(K_{xx}+K_{yy})+\frac{N^2}{4}K_{xy}=f_x+g_y .$$

Solving for the coupling,

$$K_{xy}=\left(\frac{4}{N^2}f_x-\frac{K_{xx}}2\right)+\left(\frac{4}{N^2}g_y-\frac{K_{yy}}2\right),$$

and the two brackets are $h_x$ and $h_y$.

For sufficiency, define $K'_{xy}=K_{xy}-h_x-h_y$ on the whole grid. This kernel is symmetric and vanishes between $A$ and $B$, so its energy $E'$ splits as $F'(n|_A)+G'(n|_B)$. The two subtracted terms contribute equally:

$$E'(n)=E(n)-\tfrac12\sum_{xy}n_x(h_x+h_y)n_y=E(n)-N\sum_xh_xn_x .$$

Hence

$$E(n)=\Big[F'(n|_A)+N\sum_{x\in A}h_xn_x\Big]+\Big[G'(n|_B)+N\sum_{x\in B}h_xn_x\Big].$$

If either region is a single point, every coupling has the form $h_x+h_y$. The condition can restrict $K$ only when both regions have at least two points.

## Grid, regions and functionals in Lean

The grid is a finite type `ι`, the kernel is `K : ι → ι → ℝ`, and `energy K n` is $E(n)$, including the factor $\frac12$. Symmetry is the hypothesis `hK`: exchanging the two points leaves their interaction unchanged. There are no quadrature weights. In the fixed-charge theorem $n_x$ is thus the charge in cell $x$: the cell volume is absorbed into $n_x$, and $K$ carries no volume factor.

- `separable_iff` treats any finite number of regions. The map `r : ι → R` gives each point its region, and `{z // r z = a}` is the set of points in region `a`. The functional `F a` receives a density on that set only, so its type prevents it from seeing the rest of the grid.
- `two_region_iff` is your statement. The predicate `A` selects one region and `¬ A` the other. `F` and `G` are arbitrary real-valued functions, and the splitting is required only for nonnegative densities.
- `fixed_charge_iff` adds the constraint `∑ x, n x = N` with `0 < N`. The constraint fixes the total charge, while charge may still move between the regions.

The result says that a quadratic finite-grid energy with a fixed symmetric kernel cannot be assembled from separate terms for disjoint regions, valid for all nonnegative densities, if the kernel couples the regions. It does not treat kernels that depend on the density, a continuum, or the overlapping smooth and one-centre expansions of an actual PAW calculation.

```lean
import Mathlib

noncomputable section

namespace NonlocalEnergySeparation

/-- The nonlocal energy `E(n) = (1/2) ∑ n_x K_xy n_y` of a density `n` on a finite grid. -/
def energy {ι : Type*} [Fintype ι] (K : ι → ι → ℝ) (n : ι → ℝ) : ℝ :=
  1 / 2 * ∑ x, ∑ y, n x * K x y * n y

/-- The density with weight `s` at the point `x` plus weight `t` at the point `y`. -/
def twoPoint {ι : Type*} [DecidableEq ι] (x y : ι) (s t : ℝ) : ι → ℝ :=
  fun z => (if z = x then s else 0) + (if z = y then t else 0)

variable {ι R : Type*} [Fintype ι] [DecidableEq ι] [Fintype R] [DecidableEq R]
  {K : ι → ι → ℝ}

omit [Fintype ι] in
/-- A two-point density with nonnegative weights is nonnegative. -/
theorem twoPoint_nonneg (x y : ι) {s t : ℝ} (hs : 0 ≤ s) (ht : 0 ≤ t) (z : ι) :
    0 ≤ twoPoint x y s t z := by
  unfold twoPoint
  split_ifs <;> linarith

/-- Summing a grid function against a two-point density samples it at the two points. -/
theorem sum_twoPoint (x y : ι) (s t : ℝ) (f : ι → ℝ) :
    ∑ z, f z * twoPoint x y s t z = f x * s + f y * t := by
  simp [twoPoint, mul_add, Finset.sum_add_distrib]

/-- For a symmetric kernel, the energy of a two-point density consists of two self-energies and the
coupling `s t K_xy`. -/
theorem energy_twoPoint (hK : ∀ x y, K x y = K y x) (x y : ι) (s t : ℝ) :
    energy K (twoPoint x y s t) =
      (s ^ 2 * K x x + t ^ 2 * K y y) / 2 + s * t * K x y := by
  have inner : ∀ z, ∑ w, twoPoint x y s t z * K z w * twoPoint x y s t w =
      (K z x * s + K z y * t) * twoPoint x y s t z := by
    intro z
    rw [sum_twoPoint x y s t (fun w => twoPoint x y s t z * K z w)]
    ring
  unfold energy
  rw [Finset.sum_congr rfl (fun z _ => inner z),
    sum_twoPoint x y s t (fun z => K z x * s + K z y * t)]
  linear_combination (s * t / 2) * hK y x

omit [DecidableEq ι] in
/-- If the kernel vanishes between different regions, the energy is the sum of the
nonlocal energies of the regions. -/
theorem energy_eq_sum_regions (r : ι → R) (h : ∀ x y, r x ≠ r y → K x y = 0)
    (n : ι → ℝ) :
    energy K n = ∑ a, energy (fun x y : {z // r z = a} => K x y) (fun x => n x) := by
  unfold energy
  rw [← Finset.mul_sum]
  congr 1
  refine (Fintype.sum_fiberwise r _).symm.trans ?_
  refine Finset.sum_congr rfl fun a _ => Finset.sum_congr rfl fun x _ => ?_
  -- only partners in the same region contribute
  refine (Fintype.sum_fiberwise r _).symm.trans ?_
  refine Fintype.sum_eq_single a fun b hb => Finset.sum_eq_zero fun y _ => ?_
  have h0 : K x.1 y.1 = 0 :=
    h _ _ fun e => hb (y.2.symm.trans (e.symm.trans x.2))
  simp [h0]

/-- For a symmetric kernel and a grid divided into regions by `r`, the energy of nonnegative
densities is a sum of arbitrary functions of the regional densities if and only if the kernel
vanishes between different regions. -/
theorem separable_iff (hK : ∀ x y, K x y = K y x) (r : ι → R) :
    (∃ F : (a : R) → ({z // r z = a} → ℝ) → ℝ, ∀ n : ι → ℝ, (∀ x, 0 ≤ n x) →
      energy K n = ∑ a, F a (fun x => n x)) ↔ ∀ x y, r x ≠ r y → K x y = 0 := by
  constructor
  · rintro ⟨F, hF⟩ x y hxy
    -- the mixed second difference vanishes region by region
    have key : ∑ a, F a (fun z => twoPoint x y 1 1 z) + ∑ a, F a (fun z => twoPoint x y 0 0 z)
        = ∑ a, F a (fun z => twoPoint x y 1 0 z) + ∑ a, F a (fun z => twoPoint x y 0 1 z) := by
      rw [← Finset.sum_add_distrib, ← Finset.sum_add_distrib]
      refine Finset.sum_congr rfl fun a _ => ?_
      by_cases hx : r x = a
      · have h : ∀ s t : ℝ, (fun z : {z // r z = a} => twoPoint x y s t z) =
            fun z : {z // r z = a} => twoPoint x y s 0 z := by
          intro s t
          funext z
          have hz : z.1 ≠ y := fun e => hxy (by rw [hx, ← e, z.2])
          simp [twoPoint, hz]
        rw [h 1 1, h 0 1]
      · have h : ∀ s t : ℝ, (fun z : {z // r z = a} => twoPoint x y s t z) =
            fun z : {z // r z = a} => twoPoint x y 0 t z := by
          intro s t
          funext z
          have hz : z.1 ≠ x := fun e => hx (by rw [← e, z.2])
          simp [twoPoint, hz]
        rw [h 1 1, h 1 0, add_comm]
    rw [← hF _ (twoPoint_nonneg x y zero_le_one zero_le_one),
      ← hF _ (twoPoint_nonneg x y le_rfl le_rfl),
      ← hF _ (twoPoint_nonneg x y zero_le_one le_rfl),
      ← hF _ (twoPoint_nonneg x y le_rfl zero_le_one)] at key
    simp only [energy_twoPoint hK] at key
    linarith
  · intro h
    exact ⟨fun a m => energy (fun x y : {z // r z = a} => K x y) m,
      fun n _ => energy_eq_sum_regions r h n⟩

/-- For a symmetric kernel and a grid split into a region `A` and its complement `B`, the energy of
nonnegative densities has the form `F(n on A) + G(n on B)` if and only if `K_xy = 0` for all `x` in
`A` and `y` in `B`. -/
theorem two_region_iff (hK : ∀ x y, K x y = K y x) (A : ι → Prop) [DecidablePred A] :
    (∃ (F : ({x // A x} → ℝ) → ℝ) (G : ({x // ¬ A x} → ℝ) → ℝ),
      ∀ n : ι → ℝ, (∀ x, 0 ≤ n x) → energy K n = F (fun x => n x) + G (fun x => n x)) ↔
    ∀ x y, A x → ¬ A y → K x y = 0 := by
  have main := separable_iff hK (fun x => decide (A x))
  constructor
  · rintro ⟨F, G, h⟩ x y hx hy
    refine main.1 ⟨fun
      | true => fun m => F (fun x => m ⟨x.1, decide_eq_true x.2⟩)
      | false => fun m => G (fun x => m ⟨x.1, decide_eq_false x.2⟩),
      fun n hn => ?_⟩ x y (by simp [hx, hy])
    rw [Fintype.sum_bool]
    exact h n hn
  · intro h
    have h' : ∀ x y, decide (A x) ≠ decide (A y) → K x y = 0 := by
      intro x y hxy
      by_cases hx : A x <;> by_cases hy : A y
      · exact (hxy (by simp [hx, hy])).elim
      · exact h x y hx hy
      · rw [hK x y]
        exact h y x hy hx
      · exact (hxy (by simp [hx, hy])).elim
    obtain ⟨F, hF⟩ := main.2 h'
    exact ⟨fun m => F true (fun x => m ⟨x.1, of_decide_eq_true x.2⟩),
      fun m => F false (fun x => m ⟨x.1, of_decide_eq_false x.2⟩),
      fun n hn => (hF n hn).trans (Fintype.sum_bool _)⟩

omit [DecidableEq ι] in
/-- Subtracting `h_x + h_y` from the kernel lowers the energy by the total charge times
`∑ h_x n_x`. -/
theorem energy_shift (h n : ι → ℝ) :
    energy (fun x y => K x y - h x - h y) n =
      energy K n - (∑ x, n x) * ∑ x, h x * n x := by
  have e : ∑ x, ∑ y, n x * (K x y - h x - h y) * n y =
      ∑ x, ∑ y, n x * K x y * n y - (∑ x, h x * n x) * (∑ y, n y)
        - (∑ x, n x) * ∑ y, h y * n y := by
    simp only [Finset.sum_mul_sum, ← Finset.sum_sub_distrib]
    exact Finset.sum_congr rfl fun x _ => Finset.sum_congr rfl fun y _ => by ring
  unfold energy
  rw [e]
  ring

/-- For a symmetric kernel, on nonnegative densities of fixed total charge `N > 0`, the energy has
the form `F(n on A) + G(n on B)`, with `B` the complement of `A`, if and only if `K_xy = h_x + h_y`
for all `x` in `A` and `y` in `B`, for some grid function `h`. -/
theorem fixed_charge_iff (hK : ∀ x y, K x y = K y x) (A : ι → Prop) [DecidablePred A]
    {N : ℝ} (hN : 0 < N) :
    (∃ (F : ({x // A x} → ℝ) → ℝ) (G : ({x // ¬ A x} → ℝ) → ℝ),
      ∀ n : ι → ℝ, (∀ x, 0 ≤ n x) → ∑ x, n x = N →
        energy K n = F (fun x => n x) + G (fun x => n x)) ↔
    ∃ h : ι → ℝ, ∀ x y, A x → ¬ A y → K x y = h x + h y := by
  constructor
  · rintro ⟨F, G, hFG⟩
    obtain ⟨c, hc⟩ : ∃ c : ℝ, c * (N / 2) ^ 2 = 1 :=
      ⟨((N / 2) ^ 2)⁻¹, inv_mul_cancel₀ (by positivity)⟩
    refine ⟨fun z => if A z then c * F (fun w => twoPoint z z (N / 2) 0 w) - K z z / 2
      else c * G (fun w => twoPoint z z (N / 2) 0 w) - K z z / 2, fun x y hx hy => ?_⟩
    -- put half of the charge on `x` and half on `y`
    have hs : ∑ z, twoPoint x y (N / 2) (N / 2) z = N := by
      have := sum_twoPoint x y (N / 2) (N / 2) (fun _ => 1)
      simp only [one_mul] at this
      linarith
    have e := hFG _ (twoPoint_nonneg x y (by positivity) (by positivity)) hs
    have hA : (fun w : {w // A w} => twoPoint x y (N / 2) (N / 2) w) =
        fun w : {w // A w} => twoPoint x x (N / 2) 0 w := by
      funext w
      have hw : w.1 ≠ y := fun e => hy (e ▸ w.2)
      simp [twoPoint, hw]
    have hB : (fun w : {w // ¬ A w} => twoPoint x y (N / 2) (N / 2) w) =
        fun w : {w // ¬ A w} => twoPoint y y (N / 2) 0 w := by
      funext w
      have hw : w.1 ≠ x := fun e => w.2 (e.symm ▸ hx)
      simp [twoPoint, hw]
    rw [energy_twoPoint hK, hA, hB] at e
    simp only [if_pos hx, if_neg hy]
    linear_combination c * e - (K x y + K x x / 2 + K y y / 2) * hc
  · rintro ⟨h, hh⟩
    -- the shifted kernel has no coupling between the regions
    obtain ⟨F, G, hFG⟩ := (two_region_iff (K := fun x y => K x y - h x - h y)
      (fun x y => by rw [hK x y]; ring) A).2
      (fun x y hx hy => by rw [hh x y hx hy]; ring)
    refine ⟨fun m => F m + N * ∑ x, h x.1 * m x, fun m => G m + N * ∑ x, h x.1 * m x,
      fun n hn hs => ?_⟩
    have e := hFG n hn
    rw [energy_shift, hs] at e
    have split := Fintype.sum_subtype_add_sum_subtype A (fun x => h x * n x)
    beta_reduce at split ⊢
    linear_combination e - N * split

end NonlocalEnergySeparation
```

```lean
#print axioms NonlocalEnergySeparation.two_region_iff
#print axioms NonlocalEnergySeparation.fixed_charge_iff
```

```
'NonlocalEnergySeparation.two_region_iff' depends on axioms: [propext, Classical.choice, Quot.sound]
'NonlocalEnergySeparation.fixed_charge_iff' depends on axioms: [propext, Classical.choice, Quot.sound]
```

## How the proof follows the argument

**The two-point energy.** `twoPoint x y s t` is the test density, and `twoPoint_nonneg` shows that it is admissible for nonnegative weights. `sum_twoPoint` states that summing a grid function against it samples the function at $x$ and $y$. `energy_twoPoint` applies this to the inner sum and then to the outer one. Its final `linear_combination` uses symmetry to merge $K_{xy}$ and $K_{yx}$.

**Sorting by region.** `energy_eq_sum_regions` is the converse calculation. `Fintype.sum_fiberwise` groups first the sum over $x$ and then the sum over $y$ by region, and `Fintype.sum_eq_single` keeps only the partner region $b=a$. This lemma needs neither symmetry nor nonnegative densities.

**The mixed difference.** In `separable_iff`, the statement `key` is the vanishing mixed difference, written without subtraction as $E(1,1)+E(0,0)=E(1,0)+E(0,1)$ for the sums of regional functionals. It is proved one region at a time. If region `a` contains $x$, it cannot contain $y$, and the restricted density does not depend on $t$. Otherwise it does not depend on $s$. The assumed splitting then turns the four sums into energies, `energy_twoPoint` evaluates them, and `linarith` extracts $K_{xy}=0$.

**Two regions.** `two_region_iff` labels each point by the Boolean `decide (A x)` and applies the general theorem. The sum over regions becomes a sum of two terms by `Fintype.sum_bool`. In the converse direction, a case distinction covers both orders of a cross-region pair, with `hK` handling the reversed one.

**Fixed charge.** `energy_shift` proves the formula for $E'(n)$, with the total charge still written as a sum. In the first half of `fixed_charge_iff`, the number `c` is $4/N^2$, introduced through the equation $c(N/2)^2=1$. The function $h$ is given by the brackets above, with `twoPoint z z (N / 2) 0` describing charge $N/2$ at the single point $z$. The equalities `hA` and `hB` say that each region sees only its own half of the charge, and `linear_combination` solves for $K_{xy}$.

The second half applies `two_region_iff` to the shifted kernel and adds $N\sum h_xn_x$ to each regional functional. `Fintype.sum_subtype_add_sum_subtype` confirms that the sums over $A$ and its complement together give the sum over the grid.
